# A real cubic $s^3+as^2+bs+c$ has all its roots in the left half-plane exactly when $a>0$, $c>0$ and $ab>c$: stability of an oscillator coupled to one relaxation variable

## Rates, coefficients and the drift matrix

An oscillator with displacement $x$ and velocity $v$ is coupled to a variable $y$ that relaxes at its own rate. With a prime for the time derivative, the equations of motion are

$$x'=v,\qquad v'=-kx-gv+uy,\qquad y'=wx-ry.$$

The mass is divided out, so $k$ is the squared bare frequency, often written $\omega_0^2$, and $g$ is the friction rate, often written $\gamma$. The relaxation rate of $y$ is $r$, and $u$ and $w$ are the two coupling constants. The question is for which values every disturbance dies out.

A motion proportional to $e^{st}$ decays when $\operatorname{Re}s<0$. In the optical convention $e^{-i\omega t}$ this means a pole in the lower half of the complex frequency plane. The allowed rates $s$ are the roots of a cubic, called `cubic a b c` in Lean, with real coefficients and a complex argument. `IsStable` says that every root has strictly negative real part, so an undamped oscillation counts as unstable. The matrix `drift` acts on $(x,v,y)$ in that order; its entries are real numbers read as complex ones, because $s$ is complex.

```lean
import Mathlib

open Matrix

namespace CubicRouthHurwitz

/-- The cubic characteristic polynomial `s³ + a s² + b s + c` with real coefficients,
evaluated at a complex rate `s`. -/
def cubic (a b c : ℝ) (s : ℂ) : ℂ := s ^ 3 + a * s ^ 2 + b * s + c

/-- Stability: every complex root of the cubic has negative real part. -/
def IsStable (a b c : ℝ) : Prop := ∀ s : ℂ, cubic a b c s = 0 → s.re < 0

/-- The drift matrix of `x' = v`, `v' = -k x - g v + u y`, `y' = w x - r y`: an oscillator with
stiffness `k` and friction `g`, coupled to a variable `y` with relaxation rate `r`. -/
def drift (k g r u w : ℝ) : Matrix (Fin 3) (Fin 3) ℂ :=
  !![0, 1, 0; -(k : ℂ), -(g : ℂ), (u : ℂ); (w : ℂ), 0, -(r : ℂ)]
```

The theorems locate roots. That $x(t)$ then decays for every initial condition is the standard theory of linear differential equations with constant coefficients, which enters here as interpretation.

## Real coefficients

The coefficients are real because displacement, velocity and $y$ are real quantities with real couplings. The first use is the split into real and imaginary parts. With $s=x+iy$, where $x$ and $y$ now stand for `s.re` and `s.im`, the root condition becomes

$$x^3-3xy^2+a(x^2-y^2)+bx+c=0,\qquad y\,(3x^2-y^2+2ax+b)=0.$$

`cubic_re_im` proves these two expressions by expanding the powers and comparing with `ring`.

```lean
/-- The real and imaginary parts of the cubic, in terms of the real and imaginary parts
of `s`. -/
theorem cubic_re_im (a b c : ℝ) (s : ℂ) :
    (cubic a b c s).re =
      s.re ^ 3 - 3 * s.re * s.im ^ 2 + a * (s.re ^ 2 - s.im ^ 2) + b * s.re + c ∧
    (cubic a b c s).im = s.im * (3 * s.re ^ 2 - s.im ^ 2 + 2 * a * s.re + b) := by
  constructor <;>
  · simp only [cubic, pow_succ, pow_zero, one_mul, Complex.add_re, Complex.add_im,
      Complex.mul_re, Complex.mul_im, Complex.ofReal_re, Complex.ofReal_im]
    ring
```

The second use is the existence of a real root. Put $M=1+|a|+|b|+|c|$. Since $M\ge1$,

$$M^3=M^2+|a|M^2+|b|M^2+|c|M^2\ \ge\ |a|M^2+|b|M+|c|,$$

so the cubic is nonnegative at $M$ and nonpositive at $-M$. By continuity it vanishes somewhere between. In the proof, `hlo` and `hhi` are the two signs, and `intermediate_value_Icc` supplies the root.

```lean
/-- A cubic with real coefficients has a real root. -/
theorem exists_real_root (a b c : ℝ) : ∃ t : ℝ, t ^ 3 + a * t ^ 2 + b * t + c = 0 := by
  -- beyond the radius M the cubic term dominates
  obtain ⟨M, hM⟩ : ∃ M : ℝ, M = 1 + |a| + |b| + |c| := ⟨_, rfl⟩
  have hM1 : 1 ≤ M := by linarith [abs_nonneg a, abs_nonneg b, abs_nonneg c]
  have h3 : M ^ 3 = M ^ 2 + |a| * M ^ 2 + |b| * M ^ 2 + |c| * M ^ 2 := by
    linear_combination M ^ 2 * hM
  have ha : |a * M ^ 2| = |a| * M ^ 2 := by
    rw [abs_mul, abs_of_nonneg (sq_nonneg M)]
  have hb : |b * M| ≤ |b| * M ^ 2 := by
    rw [abs_mul, abs_of_nonneg (by linarith : 0 ≤ M)]
    exact mul_le_mul_of_nonneg_left (by nlinarith) (abs_nonneg b)
  have hc : |c| ≤ |c| * M ^ 2 := le_mul_of_one_le_right (abs_nonneg c) (by nlinarith)
  have hlo : (-M) ^ 3 + a * (-M) ^ 2 + b * (-M) + c ≤ 0 := by
    linarith [le_abs_self (a * M ^ 2), neg_abs_le (b * M), le_abs_self c, sq_nonneg M]
  have hhi : 0 ≤ M ^ 3 + a * M ^ 2 + b * M + c := by
    linarith [neg_abs_le (a * M ^ 2), neg_abs_le (b * M), neg_abs_le c, sq_nonneg M]
  have hf : ContinuousOn (fun x : ℝ => x ^ 3 + a * x ^ 2 + b * x + c) (Set.Icc (-M) M) := by
    fun_prop
  obtain ⟨t, _, ht⟩ := intermediate_value_Icc (by linarith : -M ≤ M) hf
    (Set.mem_Icc.2 ⟨hlo, hhi⟩)
  exact ⟨t, ht⟩
```

With complex coefficients this fails: $s^3-i$ has no real root. Such coefficients occur in rotating-frame models, where the inequalities of the criterion have no meaning as they stand.

## Strict decay of every root

When stability is the hypothesis, it has to yield inequalities for the coefficients. The quadratic case comes first. Let both roots of $s^2+ps+q$, with $p,q$ real, have negative real part. If $s=x+iy$ is one root, the other is $-p-s$. Adding $x<0$ and $-p-x<0$ gives $p>0$. The imaginary part of the equation is $y(2x+p)=0$, which leaves two cases:

- If $y=0$, then $q=-x(x+p)$, a product of the positive numbers $-x$ and $x+p$.
- If $p=-2x$, the real part gives $q=x^2+y^2>0$.

The hypothesis speaks about all roots, so the proof must first produce one. It takes a complex square root $d$ of the discriminant $p^2-4q$ and sets $s=(-p+d)/2$. The two cases then appear as the two branches of `rcases`.

```lean
/-- If both roots of `s² + p s + q`, with `p` and `q` real, have negative real part, then the
friction `p` and the stiffness `q` are positive. -/
theorem quadratic_coeff_pos {p q : ℝ}
    (h : ∀ s : ℂ, s ^ 2 + p * s + q = 0 → s.re < 0) : 0 < p ∧ 0 < q := by
  obtain ⟨s, hs⟩ : ∃ s : ℂ, s ^ 2 + p * s + q = 0 := by
    obtain ⟨d, hd⟩ := IsAlgClosed.exists_pow_nat_eq ((p : ℂ) ^ 2 - 4 * q)
      (n := 2) (by norm_num)
    exact ⟨(-p + d) / 2, by linear_combination hd / 4⟩
  have h1 := h s hs
  -- the partner root is -p - s
  have h2 := h (-p - s) (by linear_combination hs)
  have h3 : (-(p : ℂ) - s).re = -p - s.re := by simp
  rw [h3] at h2
  have hre : s.re ^ 2 - s.im ^ 2 + p * s.re + q = 0 := by
    have h4 := congrArg Complex.re hs
    simp only [pow_two, Complex.add_re, Complex.mul_re, Complex.ofReal_re,
      Complex.ofReal_im, Complex.zero_re] at h4
    linarith
  have him : s.im * (2 * s.re + p) = 0 := by
    have h4 := congrArg Complex.im hs
    simp only [pow_two, Complex.add_im, Complex.mul_im, Complex.ofReal_re,
      Complex.ofReal_im, Complex.zero_im] at h4
    linarith
  refine ⟨by linarith, ?_⟩
  rcases mul_eq_zero.mp him with hy | hy
  · -- two real roots
    rw [hy] at hre
    nlinarith [mul_pos (neg_pos.2 h1) (by linarith : 0 < s.re + p)]
  · -- a complex conjugate pair
    have hp : p = -2 * s.re := by linarith
    rw [hp] at hre
    nlinarith [mul_pos (neg_pos.2 h1) (neg_pos.2 h1), sq_nonneg s.im]
```

Strictness matters: for $p=0$, $q=1$ the roots are $\pm i$, so $\operatorname{Re}s\le0$ would not give $p>0$.

For the cubic, let $t$ be a real root. Stability gives $t<0$. Dividing by $s-t$ leaves $s^2+ps+q$ with $p=a+t$ and $q=b+t(a+t)$. Its roots are also roots of the cubic, so $p>0$ and $q>0$. Writing $\tau=-t>0$,

$$a=p+\tau>0,\qquad c=\tau q>0,\qquad ab-c=pq+\tau p\,a>0.$$

This is the first half of `routh_hurwitz_cubic` below. The products given to `nlinarith` there are the positive terms in these formulas.

## The three inequalities

In the converse direction $a>0$, $c>0$ and $c<ab$ are the hypotheses. For the oscillator, $a$ is the total damping rate. The coefficient $c$ is minus the product of the three roots, and it is positive when the static restoring force survives the coupling (for $r>0$). The condition $c<ab$ keeps an oscillation from growing.

First, $ab>c>0$ and $a>0$ give $b>0$. Now suppose that a root has $x\ge0$. If $y=0$, the real part reads $x^3+ax^2+bx+c=0$, which is impossible because the first three terms are nonnegative and $c>0$. Otherwise $y^2=3x^2+2ax+b$, and substitution into the real part gives

$$8x^3+8ax^2+2(a^2+b)x+(ab-c)=0.$$

The first three terms are nonnegative and the last is positive, again a contradiction. In the proof, `hneg` is the assumption that the root does not decay, and `h4` is the displayed equation.

```lean
/-- **Routh-Hurwitz criterion for a cubic.** For real `a`, `b`, `c`, all complex roots of
`s³ + a s² + b s + c` have negative real part if and only if `a > 0`, `c > 0` and `a b > c`. -/
theorem routh_hurwitz_cubic (a b c : ℝ) :
    IsStable a b c ↔ 0 < a ∧ 0 < c ∧ c < a * b := by
  constructor
  · intro h
    obtain ⟨t, ht⟩ := exists_real_root a b c
    have htc : (t : ℂ) ^ 3 + a * (t : ℂ) ^ 2 + b * t + c = 0 := by exact_mod_cast ht
    have ht0 : t < 0 := by simpa using h (t : ℂ) htc
    -- divide out the real root; the remaining quadratic is stable
    obtain ⟨hp, hq⟩ := quadratic_coeff_pos (p := a + t) (q := b + t * (a + t))
      (fun s hs => h s (by
        push_cast at hs
        simp only [cubic]
        linear_combination (s - t) * hs + htc))
    have ha : 0 < a := by linarith
    have hr : 0 < -t := neg_pos.2 ht0
    refine ⟨ha, ?_, ?_⟩
    · nlinarith [mul_pos hr hq]
    · nlinarith [mul_pos hp hq, mul_pos (mul_pos hr hp) ha]
  · rintro ⟨ha, hc, hab⟩ s hs
    by_contra hneg
    have hx : 0 ≤ s.re := not_lt.mp hneg
    have hb : 0 < b := by
      by_contra hb
      nlinarith [mul_nonneg ha.le (neg_nonneg.2 (not_lt.mp hb))]
    obtain ⟨h1, h2⟩ := cubic_re_im a b c s
    rw [hs, Complex.zero_re] at h1
    rw [hs, Complex.zero_im] at h2
    rcases mul_eq_zero.mp h2.symm with hy | hy
    · -- a real root: every term is nonnegative and c is positive
      rw [hy] at h1
      have h3 : 0 ≤ s.re ^ 3 + a * s.re ^ 2 + b * s.re := by positivity
      linarith
    · -- an oscillating root: eliminate the squared frequency
      have h3 : 0 ≤ 8 * s.re ^ 3 + 8 * a * s.re ^ 2 + 2 * (a ^ 2 + b) * s.re := by
        positivity
      have h4 : 8 * s.re ^ 3 + 8 * a * s.re ^ 2 + 2 * (a ^ 2 + b) * s.re
          + (a * b - c) = 0 := by
        linear_combination (3 * s.re + a) * hy + h1
      linarith
```

Each inequality excludes something that the other two admit:

- $s^3-s^2-2s+1$ satisfies $c>0$ and $c<ab$, but its roots sum to $1$, so one of them has positive real part.
- $s^3+s^2+s$ satisfies $a>0$ and $c<ab$ with $c=0$, and has the root $0$. Thus $c\ge0$ is too weak.
- $s^3+s^2+s+1=(s+1)(s^2+1)$ has $a>0$, $c>0$ and $c=ab$, with roots $\pm i$. Thus $c\le ab$ is too weak.

The degree is fixed at three. A second relaxation variable would raise it to four and call for a different set of inequalities.

## Elimination as a checked identity: `linear_combination`

The substitution for $y^2$ is one line in Lean:

`linear_combination (3 * s.re + a) * hy + h1`

Here `hy` is $3x^2-y^2+2ax+b=0$, and `h1` is the real part of the root condition, written with the zero on the left. The tactic multiplies and adds the equations as told, then asks `ring` whether the goal differs from the result only by algebra. The multiplier $3x+a$ is the coefficient of $-y^2$ in the real part, so the terms in $y^2$ cancel. The tactic does not search for the multiplier; the user supplies it. The same device checks the division by $s-t$, with `(s - t) * hs + htc`: the factor times the quadratic equation, plus the remainder.

## A nonzero frequency

At the edge of stability an oscillation may persist at a real frequency $\omega$. Setting $s=i\omega$ gives

$$c-a\omega^2=0,\qquad \omega(b-\omega^2)=0.$$

The hypothesis $\omega\ne0$ allows division by $\omega$ in the second equation, so $b=\omega^2$, and then $c=ab$. The proof does this division with `mul_left_cancel₀ hω`. The converse is a substitution using $i^2=-1$.

```lean
/-- The cubic has the purely oscillating root `iω`, with real `ω ≠ 0`, if and only if
`b = ω²` and `c = a b`. -/
theorem oscillation_threshold (a b c : ℝ) {ω : ℝ} (hω : ω ≠ 0) :
    cubic a b c (ω * Complex.I) = 0 ↔ b = ω ^ 2 ∧ c = a * b := by
  constructor
  · intro h
    obtain ⟨h1, h2⟩ := cubic_re_im a b c (ω * Complex.I)
    have hre : ((ω : ℂ) * Complex.I).re = 0 := by simp
    have him : ((ω : ℂ) * Complex.I).im = ω := by simp
    rw [h, hre, him, Complex.zero_re] at h1
    rw [h, hre, him, Complex.zero_im] at h2
    have hb : b = ω ^ 2 := mul_left_cancel₀ hω (by linear_combination -h2)
    exact ⟨hb, by linear_combination -h1 - a * hb⟩
  · rintro ⟨rfl, rfl⟩
    simp only [cubic]
    push_cast
    linear_combination ((ω : ℂ) ^ 3 * Complex.I + a * (ω : ℂ) ^ 2) * Complex.I_sq
```

For $\omega=0$ the equivalence fails. The cubic with $b=1$ and $c=0$ has the root $0$, but $b\ne\omega^2$. The corresponding motion is a constant offset, not an oscillation. The theorem makes no claim about the third root, which is $-a$ at the threshold and decays only if $a>0$.

## Positive total damping

To apply the criterion, the coefficients must come from the equations of motion. Expanding the determinant of $s\,1$ minus the drift matrix gives

$$s(s+g)(s+r)+k(s+r)-uw,$$

hence $a=g+r$, $b=k+gr$ and $c=kr-uw$. `det_drift` proves this with the $3\times3$ expansion `Matrix.det_fin_three`. Only the product $uw$ appears, since rescaling $y$ shifts a factor between $u$ and $w$.

```lean
/-- The characteristic polynomial of the coupled oscillator is the cubic with coefficients
`g + r`, `k + g r` and `k r - u w`. -/
theorem det_drift (k g r u w : ℝ) (s : ℂ) :
    (s • (1 : Matrix (Fin 3) (Fin 3) ℂ) - drift k g r u w).det =
      cubic (g + r) (k + g * r) (k * r - u * w) s := by
  rw [Matrix.det_fin_three]
  simp [drift, cubic]
  ring
```

The hypothesis $g+r>0$ is the condition $a>0$: volumes in the space of $(x,v,y)$ shrink at this rate. Of the remaining conditions, $c>0$ reads $uw<kr$, and $c<ab$ reads

$$kr-uw<(g+r)(k+gr)\quad\Longleftrightarrow\quad -g(k+gr+r^2)<uw.$$

The proof rewrites the determinant as the cubic, recognises `IsStable`, applies the criterion and rearranges the inequalities. The hypothesis `hgr` is used only in the direction from the window to stability, where it supplies $a>0$.

```lean
/-- If `g + r > 0`, all eigenvalues of the coupled oscillator have negative real part if and
only if the coupling product `u w` lies strictly between `-g (k + g r + r²)` and `k r`. -/
theorem oscillator_stable_iff {k g r u w : ℝ} (hgr : 0 < g + r) :
    (∀ s : ℂ, (s • (1 : Matrix (Fin 3) (Fin 3) ℂ) - drift k g r u w).det = 0 → s.re < 0) ↔
      -(g * (k + g * r + r ^ 2)) < u * w ∧ u * w < k * r := by
  simp only [det_drift]
  change IsStable _ _ _ ↔ _
  rw [routh_hurwitz_cubic]
  constructor
  · rintro ⟨_, h1, h2⟩
    exact ⟨by linarith, by linarith⟩
  · rintro ⟨h1, h2⟩
    exact ⟨hgr, by linarith, by linarith⟩
```

Without any condition on $g+r$ the equivalence fails. For $g=0$, $k=r=-1$ and $uw=\tfrac12$ both inequalities hold, yet the eigenvalues sum to $1$. The signs of $k$ and $g$ separately are left free.

## Relaxation without friction

If $g=0$, all damping comes from $y$, and the hypothesis becomes $r>0$: left alone, $y$ returns to zero. The window is then $0<uw<kr$, obtained by setting $g=0$ in the previous theorem. The example just given also shows that the equivalence fails if $r$ may be negative.

```lean
/-- For an oscillator without friction of its own and a relaxation rate `r > 0`, all eigenvalues
have negative real part if and only if `0 < u w < k r`. -/
theorem frictionless_stable_iff {k r u w : ℝ} (hr : 0 < r) :
    (∀ s : ℂ, (s • (1 : Matrix (Fin 3) (Fin 3) ℂ) - drift k 0 r u w).det = 0 → s.re < 0) ↔
      0 < u * w ∧ u * w < k * r := by
  have h0 : 0 < 0 + r := by linarith
  rw [oscillator_stable_iff h0, zero_mul, neg_zero]

end CubicRouthHurwitz
```

The bounds have a simple reading when $y$ relaxes fast. Then $y\approx(w/r)x-(w/r^2)v$, so the coupling changes the stiffness to about $k-uw/r$ and adds friction of about $uw/r^2$. A positive $uw$ softens the spring and damps the motion; a negative one stiffens it and feeds in energy. The exact window needs no such approximation.

Eliminating $y$ gives a force with exponential memory of the displacement, $uw\int_0^t e^{-r(t-t')}x(t')\,dt'$, plus a term from $y(0)$ that decays when $r>0$. For a single harmonic mode with such a force, the window tells which couplings let the noise-free motion decay. A memory friction $-\lambda\int_0^t e^{-r(t-t')}v(t')\,dt'$ takes the same form after an integration by parts, with $uw=\lambda r$ and with $k$ replaced by $k+\lambda$.

```lean
#print axioms CubicRouthHurwitz.oscillation_threshold
#print axioms CubicRouthHurwitz.oscillator_stable_iff
#print axioms CubicRouthHurwitz.frictionless_stable_iff
```

```
'CubicRouthHurwitz.oscillation_threshold' depends on axioms: [propext, Classical.choice, Quot.sound]
'CubicRouthHurwitz.oscillator_stable_iff' depends on axioms: [propext, Classical.choice, Quot.sound]
'CubicRouthHurwitz.frictionless_stable_iff' depends on axioms: [propext, Classical.choice, Quot.sound]
```
